# An exact four-factor splitting of exp(A+B) for bounded A and B with [A,[A,B]] = 0 and [B,[B,[A,B]]] = 0

A quantum particle of mass $m$ moves in a uniform field, with $H=p^2/2m+Fx$, so the force on it is $-F$. A code advances it through a time $t$ by a kinetic factor and a potential factor. What is missing from their product?

Put $A=-ip^2/(2m\hbar)$ and $B=-iFx/\hbar$, so that the propagator is $e^{t(A+B)}$. With $C=[A,B]$ and $D=[B,C]$, the answer is

$$e^{t(A+B)}=e^{tA}\,e^{tB}\,e^{-t^2C/2}\,e^{t^3D/3}.$$

For the particle the formula is derived here only formally, because its generators are unbounded. The theorem proves the formula for every complex $t$ when $A$ and $B$ are elements of a complex Banach algebra, provided that $C$ commutes with $A$ and $D$ with $B$. Setting $t=1$ gives $e^{A+B}=e^Ae^Be^{-C/2}e^{D/3}$.

## Split-operator steps in a uniform field

From $[x,p]=i\hbar$ we get $[p^2,x]=p[p,x]+[p,x]p=-2i\hbar p$, hence

$$C=\frac{iF}{m\hbar}\,p,\qquad D=\frac{iF^2}{m\hbar}.$$

$C$ is a multiple of the momentum, so it commutes with the kinetic energy, and a uniform force makes $D$ a number. Formally, the missing factors are a translation by $Ft^2/2m$ and a phase $F^2t^3/(3m\hbar)$. For a linear potential, this gives a split-operator code a reference for the error of one step, up to discretisation.

The same method gives a neighbouring formula for the symmetric step, which I derived by hand and did not formalise:

$$e^{t(A+B)}=e^{tB/2}e^{tA}e^{tB/2}e^{-t^3D/24}.$$

In a linear potential its only error is thus a global phase, up to discretisation.

## Moving every generator to the left

**Inverses.** The derivative of $e^{tX}e^{-tX}$ is $e^{tX}(X-X)e^{-tX}=0$, so the product keeps its initial value 1 (`conserved`, `exp_mul_exp_neg`).

**Exchange.** Let $Z=[X,Y]$ commute with $X$. Then
$$\frac{d}{dt}\,e^{-tX}(Y+tZ)e^{tX}=e^{-tX}\big(Z-[X,Y]-t[X,Z]\big)e^{tX}=0,$$
so $e^{tX}Y=(Y+tZ)e^{tX}$ (`exp_exchange`).

**Jacobi.** $[A,D]=[[A,B],C]+[B,[A,C]]=[C,C]+0=0$. Since $D$ commutes with $A$ and $B$, it commutes with $C$. The `linear_combination` steps establish both facts.

**Equation of motion.** Call the ordered product $P=abcd$, with its four factors in order. Then
$$P'=AP+aBbcd-t\,abCcd+t^2\,abcDd.$$
Exchange gives $aB=(B+tC)a$ and $bC=(C+tD)b$. As $a$ commutes with $C$ and $D$, and $b$ and $c$ commute with $D$,
$$P'=\big[A+B+tC-t(C+tD)+t^2D\big]P=(A+B)P.$$
In `orderedProduct_hasDerivAt`, `alg` does this reordering and `HasDerivAt.scomp` supplies the chain rule for the last two factors.

**Uniqueness.** If $Y'=XY$ and $Y(0)=1$, then $(e^{-tX}Y)'=e^{-tX}(-X+X)Y=0$. Hence $e^{-tX}Y=1$ and $Y=e^{tX}$ (`evolution_unique`). Taking $X=A+B$ and $Y=P$ gives `exact_splitting`.

## Lean source and a four-level example

The matrices in `exact_splitting_witness` can be checked by hand at $t=1$. The top row of $e^Ae^B$ is $(1,1,\tfrac12,\tfrac16)$. Multiplying by $e^{-C/2}$ gives $(1,1,1,-\tfrac13)$, and $e^{D/3}$ adds $\tfrac23$ to the last entry. The result $(1,1,1,\tfrac13)$ is the top row of $e^{A+B}$.

```lean
import Mathlib

open NormedSpace (exp)

namespace LinearPotentialSplitting

noncomputable section

section Banach

variable {𝔸 : Type*} [NormedRing 𝔸] [NormedAlgebra ℂ 𝔸] [CompleteSpace 𝔸]

/-- The ordered product `exp(tA) exp(tB) exp(-t²C/2) exp(t³D/3)`. -/
def orderedProduct (A B C D : 𝔸) (t : ℂ) : 𝔸 :=
  exp (t • A) * exp (t • B) * exp ((-(t ^ 2 / 2)) • C) * exp ((t ^ 3 / 3) • D)

omit [CompleteSpace 𝔸] in
/-- A quantity whose rate of change vanishes at all times keeps its initial value. -/
theorem conserved {f : ℂ → 𝔸} (h : ∀ t, HasDerivAt f 0 t) (t : ℂ) : f t = f 0 :=
  is_const_of_deriv_eq_zero (fun s => (h s).differentiableAt) (fun s => (h s).deriv) t 0

/-- Evolution with the generator `-X` is undone by evolution with `X`. -/
theorem exp_mul_exp_neg (X : 𝔸) (t : ℂ) : exp (t • X) * exp (t • (-X)) = 1 := by
  have hG : ∀ s : ℂ, HasDerivAt (fun u : ℂ => exp (u • X) * exp (u • (-X))) 0 s := fun s =>
    ((hasDerivAt_exp_smul_const X s).fun_mul
      (hasDerivAt_exp_smul_const' (-X) s)).congr_deriv (by noncomm_ring)
  have h := conserved hG t
  exact h.trans (by simp [NormedSpace.exp_zero])

/-- The equation of motion `Y' = X Y` with `Y(0) = 1` has only the solution `exp(tX)`. -/
theorem evolution_unique (X : 𝔸) {Y : ℂ → 𝔸} (h0 : Y 0 = 1)
    (hY : ∀ t, HasDerivAt Y (X * Y t) t) (t : ℂ) : Y t = exp (t • X) := by
  -- in the interaction picture the solution stands still
  have hG : ∀ s : ℂ, HasDerivAt (fun u : ℂ => exp (u • (-X)) * Y u) 0 s := fun s =>
    ((hasDerivAt_exp_smul_const (-X) s).fun_mul (hY s)).congr_deriv (by noncomm_ring)
  have h := conserved hG t
  have h1 : exp (t • (-X)) * Y t = 1 := h.trans (by simp [NormedSpace.exp_zero, h0])
  calc Y t = exp (t • X) * exp (t • (-X)) * Y t := by rw [exp_mul_exp_neg, one_mul]
    _ = exp (t • X) := by rw [mul_assoc, h1, mul_one]

/-- If `Z = [X,Y]` commutes with `X`, then moving `Y` to the left through `exp(tX)`
shifts it to `Y + tZ`. -/
theorem exp_exchange {X Y Z : 𝔸} (hZ : X * Y - Y * X = Z) (hXZ : X * Z = Z * X) (t : ℂ) :
    exp (t • X) * Y = (Y + t • Z) * exp (t • X) := by
  have hk : ∀ s : ℂ, Z + (Y + s • Z) * X - X * (Y + s • Z) = 0 := by
    intro s
    rw [add_mul, mul_add, smul_mul_assoc, mul_smul_comm, hXZ]
    nth_rewrite 1 [← hZ]
    abel
  have alg : ∀ V U W : 𝔸, V * (-X) * (W * U) + V * (Z * U + W * (X * U))
      = V * ((Z + W * X - X * W) * U) := by
    intro V U W
    noncomm_ring
  have hL : ∀ s : ℂ, HasDerivAt (fun u : ℂ => Y + u • Z) Z s := fun s =>
    (((hasDerivAt_id' s).smul_const Z).const_add Y).congr_deriv (one_smul ℂ Z)
  -- the shifted operator, carried back by the evolution, does not change
  have hG : ∀ s : ℂ, HasDerivAt
      (fun u : ℂ => exp (u • (-X)) * ((Y + u • Z) * exp (u • X))) 0 s := fun s =>
    ((hasDerivAt_exp_smul_const (-X) s).fun_mul
      ((hL s).fun_mul (hasDerivAt_exp_smul_const' X s))).congr_deriv
      ((alg _ _ _).trans (by rw [hk s, zero_mul, mul_zero]))
  have h := conserved hG t
  have h1 : exp (t • (-X)) * ((Y + t • Z) * exp (t • X)) = Y :=
    h.trans (by simp [NormedSpace.exp_zero])
  calc exp (t • X) * Y
      = exp (t • X) * (exp (t • (-X)) * ((Y + t • Z) * exp (t • X))) := by rw [h1]
    _ = (Y + t • Z) * exp (t • X) := by rw [← mul_assoc, exp_mul_exp_neg, one_mul]

/-- If `C = [A,B]` commutes with `A` and `D = [B,C]` commutes with `B`, the ordered product
obeys the equation of motion with generator `A + B`. -/
theorem orderedProduct_hasDerivAt {A B C D : 𝔸} (hC : A * B - B * A = C)
    (hD : B * C - C * B = D) (hAC : A * C = C * A) (hBD : B * D = D * B) (t : ℂ) :
    HasDerivAt (orderedProduct A B C D) ((A + B) * orderedProduct A B C D t) t := by
  -- by the Jacobi identity `D` commutes with `A`, hence also with `C`
  have hAD : A * D = D * A := by
    rw [← hD]
    linear_combination (norm := noncomm_ring) hC * C - C * hC - hAC * B + B * hAC
  have hCD : C * D = D * C := by
    rw [← hC]
    linear_combination (norm := noncomm_ring) A * hBD + hAD * B - B * hAD - hBD * A
  have comm : ∀ {X Y : 𝔸}, X * Y = Y * X → ∀ s : ℂ, exp (s • X) * Y = Y * exp (s • X) := by
    intro X Y h s
    have h' := exp_exchange (Z := 0) (sub_eq_zero.mpr h) (by rw [mul_zero, zero_mul]) s
    rwa [smul_zero, add_zero] at h'
  -- moving all generators to the left leaves only `A + B`
  have alg : ∀ a b c d : 𝔸, a * B = (B + t • C) * a → b * C = (C + t • D) * b →
      a * C = C * a → a * D = D * a → b * D = D * b → c * D = D * c →
      ((A * a * b + a * (B * b)) * c + a * b * ((-t) • (C * c))) * d
        + a * b * c * ((t ^ 2) • (D * d)) = (A + B) * (a * b * c * d) := by
    intro a b c d e1 e2 e3 e4 e5 e6
    have t3 : a * b * C = (C + t • D) * (a * b) := by
      rw [mul_assoc, e2, ← mul_assoc, mul_add, mul_smul_comm, e3, e4]
      simp only [add_mul, smul_mul_assoc, mul_assoc]
    have t4 : Commute (a * b * c) D := Commute.mul_left (Commute.mul_left e4 e5) e6
    calc _ = (A * a * b + a * B * b) * c * d + (-t) • (a * b * C * c * d)
          + (t ^ 2) • (a * b * c * D * d) := by
          simp only [mul_smul_comm, smul_mul_assoc, add_mul, mul_assoc]
      _ = _ := by
          rw [e1, t3, t4.eq]
          simp only [add_mul, smul_mul_assoc, smul_add, mul_assoc]
          module
  have p2 : HasDerivAt (fun s : ℂ => -(s ^ 2 / 2)) (-t) t :=
    ((hasDerivAt_pow 2 t).div_const 2).fun_neg.congr_deriv (by norm_num)
  have p3 : HasDerivAt (fun s : ℂ => s ^ 3 / 3) (t ^ 2) t :=
    ((hasDerivAt_pow 3 t).div_const 3).congr_deriv (by norm_num)
  have gC := hasDerivAt_exp_smul_const' C (-(t ^ 2 / 2))
  have gD := hasDerivAt_exp_smul_const' D (t ^ 3 / 3)
  have kC := HasDerivAt.scomp t gC p2
  have kD := HasDerivAt.scomp t gD p3
  have dC : HasDerivAt (fun s : ℂ => exp ((-(s ^ 2 / 2)) • C))
      ((-t) • (C * exp ((-(t ^ 2 / 2)) • C))) t := kC
  have dD : HasDerivAt (fun s : ℂ => exp ((s ^ 3 / 3) • D))
      ((t ^ 2) • (D * exp ((t ^ 3 / 3) • D))) t := kD
  exact ((((hasDerivAt_exp_smul_const' A t).fun_mul
    (hasDerivAt_exp_smul_const' B t)).fun_mul dC).fun_mul dD).congr_deriv
    (alg _ _ _ _ (exp_exchange hC hAC t) (exp_exchange hD hBD t) (comm hAC t)
      (comm hAD t) (comm hBD t) (comm hCD _))

/-- Exact splitting: if `C = [A,B]` commutes with `A` and `D = [B,C]` commutes with `B`, then
`exp(t(A+B)) = exp(tA) exp(tB) exp(-t²C/2) exp(t³D/3)` for every complex `t`. -/
theorem exact_splitting {A B C D : 𝔸} (hC : A * B - B * A = C)
    (hD : B * C - C * B = D) (hAC : A * C = C * A) (hBD : B * D = D * B) (t : ℂ) :
    exp (t • (A + B)) =
      exp (t • A) * exp (t • B) * exp ((-(t ^ 2 / 2)) • C) * exp ((t ^ 3 / 3) • D) :=
  (evolution_unique (A + B) (by simp [orderedProduct, NormedSpace.exp_zero])
    (orderedProduct_hasDerivAt hC hD hAC hBD) t).symm

/-- The splitting for a unit step: if `C = [A,B]` commutes with `A` and `D = [B,C]` commutes
with `B`, then `exp(A+B) = exp(A) exp(B) exp(-C/2) exp(D/3)`. -/
theorem exact_splitting_unit_step {A B C D : 𝔸} (hC : A * B - B * A = C)
    (hD : B * C - C * B = D) (hAC : A * C = C * A) (hBD : B * D = D * B) :
    exp (A + B) = exp A * exp B * exp ((-(1 / 2 : ℂ)) • C) * exp ((1 / 3 : ℂ) • D) := by
  have h := exact_splitting hC hD hAC hBD 1
  simpa only [one_smul, one_pow] using h

end Banach

/-- Let `[x,p] = iħ` in a complex algebra. For `A = a p²` and the linear potential `B = b x`,
the commutator `C = [A,B]` is `-2iħab p`, it commutes with `A`, and `[B,C] = 2ħ²ab²`. -/
theorem linear_potential_commutators {R : Type*} [Ring R] [Algebra ℂ R] {x p C : R} {ħ : ℝ}
    (h : x * p - p * x = (Complex.I * ħ) • (1 : R)) (a b : ℂ)
    (hC : (a • p ^ 2) * (b • x) - (b • x) * (a • p ^ 2) = C) :
    C = (-(2 * Complex.I * ħ * a * b)) • p ∧ (a • p ^ 2) * C = C * (a • p ^ 2) ∧
    (b • x) * C - C * (b • x) = (2 * ħ ^ 2 * a * b ^ 2 : ℂ) • (1 : R) := by
  have hk : C = (-(2 * Complex.I * ħ * a * b)) • p := by
    calc C = -((a * b) • (p * (x * p - p * x) + (x * p - p * x) * p)) := by
          rw [← hC]
          simp only [smul_mul_assoc, mul_smul_comm, mul_sub, sub_mul, pow_two, mul_assoc]
          module
      _ = _ := by
          rw [h, mul_smul_comm, smul_mul_assoc, mul_one, one_mul]
          module
  refine ⟨hk, ?_, ?_⟩
  · rw [hk]
    simp only [smul_mul_assoc, mul_smul_comm, pow_two, mul_assoc]
    module
  · calc (b • x) * C - C * (b • x)
        = (b * (-(2 * Complex.I * ħ * a * b))) • (x * p - p * x) := by
          rw [hk]
          simp only [smul_mul_assoc, mul_smul_comm]
          module
      _ = _ := by
          rw [h, smul_smul]
          congr 1
          linear_combination (-2 * (ħ : ℂ) ^ 2 * a * b ^ 2) * Complex.I_sq

/-- The strictly upper triangular four-level matrix with first off-diagonal `p, q, r`, second
off-diagonal `u, v` and corner `w`. -/
def ladder (p q r u v w : ℂ) : Matrix (Fin 4) (Fin 4) ℂ :=
  !![0, p, u, w; 0, 0, q, v; 0, 0, 0, r; 0, 0, 0, 0]

/-- Four explicit ladder matrices `A, B, C, D` satisfy `[A,B] = C`, `[B,C] = D`, `[A,C] = 0`
and `[B,D] = 0` with a nonzero `D`. -/
theorem exact_splitting_witness :
    let A := ladder 0 1 0 0 0 0
    let B := ladder 1 1 1 0 0 0
    let C := ladder 0 0 0 (-1) 1 0
    let D := ladder 0 0 0 0 0 2
    A * B - B * A = C ∧ B * C - C * B = D ∧ A * C = C * A ∧ B * D = D * B ∧ D ≠ 0 := by
  intro A B C D
  refine ⟨?_, ?_, ?_, ?_, fun h => ?_⟩
  on_goal 5 =>
    have h03 := congrFun (congrFun h 0) 3
    simp [D, ladder] at h03
  all_goals
    ext i j
    fin_cases i <;> fin_cases j <;>
      simp [A, B, C, D, ladder, Matrix.mul_apply, Fin.sum_univ_succ] <;> norm_num

end

end LinearPotentialSplitting
```

```lean
#print axioms LinearPotentialSplitting.exact_splitting
#print axioms LinearPotentialSplitting.exact_splitting_unit_step
#print axioms LinearPotentialSplitting.linear_potential_commutators
```

```
'LinearPotentialSplitting.exact_splitting' depends on axioms: [propext, Classical.choice, Quot.sound]
'LinearPotentialSplitting.exact_splitting_unit_step' depends on axioms: [propext, Classical.choice, Quot.sound]
'LinearPotentialSplitting.linear_potential_commutators' depends on axioms: [propext, Classical.choice, Quot.sound]
```

## Bounded generators and the canonical pair

In `exact_splitting`, `𝔸` is the complete normed algebra, `t • A` is $tA$, and `exp` is the exponential series. The hypotheses `hC` and `hD` define the commutators; `hAC` and `hBD` are the two commutation conditions. Square matrices of any finite size qualify, with a submultiplicative norm.

`linear_potential_commutators` takes $A=ap^2$ and $B=bx$ in any complex algebra `R`, with no norm. Here $a$ and $b$ are complex numbers, not the factors of $P$. It assumes $[x,p]=i\hbar$ and derives $C=-2i\hbar ab\,p$, $[A,C]=0$ and $[B,C]=2\hbar^2ab^2$.

The step left open is from this algebra to the Schrödinger propagator: for $\hbar\ne0$, $x$ and $p$ cannot both be bounded, so the exponential identity needs a separate argument about unbounded operators. Nor can matrices on a finite grid satisfy $[x,p]=i\hbar$, since a commutator has zero trace. The canonical relation behind the uniform-field formula is therefore not exact on a grid, and a comparison made there has to allow for discretisation error.

The witness proves that the relations allow $D\neq0$. Its $A$ and $B$ are not anti-Hermitian, so they do not generate unitary evolution. Anti-Hermitian matrices would give only the trivial case: $[A,C]=0$ implies $\mathrm{tr}\,C^2=\mathrm{tr}\,B[C,A]=0$, and for an anti-Hermitian $C$ this means $C=0$. The name `ladder` stands for a general strictly upper triangular four-by-four matrix, and its arguments `p, q, r, u, v, w` are plain entries. The four matrices of the witness are not an oscillator's raising or lowering operators.
